# The four-boson Pfaffian polynomial vanishes when three bosons meet, but not when only two do

Write the Pfaffian state of four bosons as a Jastrow factor times a Pfaffian, and it becomes unreadable at the points where a contact interaction acts. One factor, the Jastrow product of all coordinate differences, is zero when two bosons meet. The other, a Pfaffian of inverse differences, diverges there. Looking only at the first factor, one would conclude that bosons in this state avoid each other in pairs, and a program that evaluates the product as written divides by zero.

Multiplying out removes the difficulty. The product is a polynomial $P$, with a definite value at every configuration. At a pair coincidence this value is a perfect square, nonzero as long as the other two bosons are elsewhere. At a triple coincidence it is zero.

Let $z_0,z_1,z_2,z_3$ be the complex positions of the bosons in the plane, and let $z_{ij}=z_i-z_j$. Throughout, the separation of two bosons means this complex difference, not the distance $|z_{ij}|$. In the lowest Landau level, with the magnetic length set to one and in symmetric gauge, the wavefunction is
$$\psi=\mathcal N\,P(z_0,z_1,z_2,z_3)\,e^{-\sum_i|z_i|^2/4},$$
where $\mathcal N$ is a normalisation constant. The Gaussian is symmetric and never zero, so $\psi$ and $P$ share their zeros and their exchange symmetry. For these four particles in the plane, a three-body contact repulsion therefore costs no energy, while a two-body contact repulsion does.

This $P$ is the four-particle case of the bosonic Moore–Read state at filling one. The theorems below concern that polynomial alone: general particle number, the energy gap and the braiding of quasiparticles are not addressed.

## The polynomial and its two factors

```lean
import Mathlib

open Equiv

namespace FourBosonPfaffian

noncomputable section
```

The file loads the Mathlib library and opens the namespace `Equiv`, which allows the exchange of two labels to be written simply as `swap`.

```lean
/-- The four-boson Pfaffian polynomial in the complex particle coordinates. -/
def pfaffianState (z : Fin 4 → ℂ) : ℂ :=
  (z 0 - z 2) * (z 0 - z 3) * (z 1 - z 2) * (z 1 - z 3)
    - (z 0 - z 1) * (z 0 - z 3) * (z 1 - z 2) * (z 2 - z 3)
    + (z 0 - z 1) * (z 0 - z 2) * (z 1 - z 3) * (z 2 - z 3)
```

A configuration is a function `z : Fin 4 → ℂ`. The type `Fin 4` contains the labels 0, 1, 2, 3, and `z 0` is the position $z_0$. The definition reads
$$P=z_{02}z_{03}z_{12}z_{13}-z_{01}z_{03}z_{12}z_{23}+z_{01}z_{02}z_{13}z_{23}.$$

Three abbreviations make the algebra short, one for each way of dividing four bosons into two pairs:
$$A=z_{01}z_{23},\qquad B=z_{02}z_{13},\qquad C=z_{03}z_{12}.$$
With them, $P=BC-AC+AB$. They are used only in the calculations by hand; the file works with the coordinates directly.

```lean
/-- The Jastrow factor: the product of all six coordinate differences. -/
def jastrow (z : Fin 4 → ℂ) : ℂ :=
  (z 0 - z 1) * (z 0 - z 2) * (z 0 - z 3) * (z 1 - z 2) * (z 1 - z 3) * (z 2 - z 3)
```

The Jastrow factor is the product of all six differences, which is $J=ABC$. It changes sign under the exchange of two particles.

```lean
/-- The Pfaffian of the pair function `1 / (z i - z j)` for four particles
at pairwise distinct positions. -/
def pairPfaffian (z : Fin 4 → ℂ) : ℂ :=
  1 / (z 0 - z 1) * (1 / (z 2 - z 3)) - 1 / (z 0 - z 2) * (1 / (z 1 - z 3))
    + 1 / (z 0 - z 3) * (1 / (z 1 - z 2))
```

For four particles, the Pfaffian of the antisymmetric pair function $1/z_{ij}$ has three terms:
$$\mathrm{Pf}=\frac1A-\frac1B+\frac1C.$$
It also changes sign under exchange, so the product $J\,\mathrm{Pf}$ is symmetric, as bosons require.

```lean
/-- For pairwise distinct positions the polynomial is the Jastrow factor times the
Pfaffian of the pair function. -/
theorem eq_jastrow_mul_pairPfaffian (z : Fin 4 → ℂ) (hz : Function.Injective z) :
    pfaffianState z = jastrow z * pairPfaffian z := by
  have h01 : z 0 - z 1 ≠ 0 := sub_ne_zero.mpr (hz.ne (by decide))
  have h02 : z 0 - z 2 ≠ 0 := sub_ne_zero.mpr (hz.ne (by decide))
  have h03 : z 0 - z 3 ≠ 0 := sub_ne_zero.mpr (hz.ne (by decide))
  have h12 : z 1 - z 2 ≠ 0 := sub_ne_zero.mpr (hz.ne (by decide))
  have h13 : z 1 - z 3 ≠ 0 := sub_ne_zero.mpr (hz.ne (by decide))
  have h23 : z 2 - z 3 ≠ 0 := sub_ne_zero.mpr (hz.ne (by decide))
  -- every denominator is cancelled by a factor of the Jastrow product
  simp only [pfaffianState, jastrow, pairPfaffian]
  field_simp
```

A Lean theorem lists its variables and hypotheses, then a colon, then the claim; the proof follows `:=`. Here the hypothesis `Function.Injective z` says that different labels have different positions. The claim is $P=J\,\mathrm{Pf}$, and by hand it takes one line:
$$ABC\left(\frac1A-\frac1B+\frac1C\right)=BC-AC+AB=P.$$

The proof first records that each of the six differences is nonzero. The tactic `field_simp` then cancels the denominators, just as in the line above.

The hypothesis matters because Lean sets $1/0=0$. At a pair coincidence the right-hand side would then be zero through its Jastrow factor, while $P$ generally is not.

## Two clusters of two bosons

```lean
/-- The polynomial is half the sum, over the three divisions of the bosons into two clusters of two,
of the product of the two squared separations within the clusters. -/
theorem cluster_form (z : Fin 4 → ℂ) :
    pfaffianState z =
      (((z 0 - z 1) ^ 2 * (z 2 - z 3) ^ 2) + ((z 0 - z 2) ^ 2 * (z 1 - z 3) ^ 2)
        + ((z 0 - z 3) ^ 2 * (z 1 - z 2) ^ 2)) / 2 := by
  unfold pfaffianState
  ring
```

This identity holds for all positions, coincident or not:
$$P=\tfrac12\left(A^2+B^2+C^2\right)=\tfrac12\left(z_{01}^2z_{23}^2+z_{02}^2z_{13}^2+z_{03}^2z_{12}^2\right).$$

To derive it, expand the three products:
$$\begin{aligned}
A&=z_0z_2-z_0z_3-z_1z_2+z_1z_3,\\
B&=z_0z_1-z_0z_3-z_1z_2+z_2z_3,\\
C&=z_0z_1-z_0z_2-z_1z_3+z_2z_3.
\end{aligned}$$
Adding the first and the third gives the second, so $A-B+C=0$. Squaring this relation gives
$$A^2+B^2+C^2=2AB-2AC+2BC=2P.$$

In the file, `unfold` inserts the definition of $P$ and `ring` verifies the polynomial identity by expanding both sides.

Each term places the bosons in two clusters of two and multiplies the squared separations within the clusters. Bosons in different clusters may meet without making that term zero. Among any three bosons, however, two must share a cluster, so every term vanishes when three of them coincide.

## Exchange and permutation

```lean
/-- Exchanging any two bosons leaves the polynomial unchanged. -/
theorem exchange_symmetric (z : Fin 4 → ℂ) (i j : Fin 4) :
    pfaffianState (z ∘ swap i j) = pfaffianState z := by
  fin_cases i <;> fin_cases j <;> simp [pfaffianState, swap_apply_def] <;> ring
```

The symbol `∘` denotes composition, so `z ∘ swap i j` is the configuration in which bosons $i$ and $j$ have traded places. The theorem says that $P$ does not notice.

By hand, take the exchange of 0 and 1. It sends $A\to-A$, $B\to C$ and $C\to B$, which leaves $A^2+B^2+C^2$ unchanged. Any other exchange likewise permutes the three divisions into pairs, up to signs that the squares remove.

Lean takes a more direct route. The two uses of `fin_cases` run through all sixteen choices of $i$ and $j$, including the trivial ones with $i=j$. In each case `simp` works out the exchanged positions, and `ring` settles the polynomial identities that remain.

```lean
/-- The polynomial is invariant under every permutation of the four bosons. -/
theorem permutation_symmetric (σ : Perm (Fin 4)) (z : Fin 4 → ℂ) :
    pfaffianState (z ∘ σ) = pfaffianState z := by
  revert z
  -- every permutation is a product of exchanges
  refine Perm.swap_induction_on σ ?_ ?_
  · intro z
    rfl
  · intro f i j _ ih z
    exact (ih (z ∘ swap i j)).trans (exchange_symmetric z i j)
```

`Perm (Fin 4)` is the type of permutations of the four labels, and `(z ∘ σ) i` means $z_{\sigma(i)}$. The claim is
$$P(z_{\sigma(0)},z_{\sigma(1)},z_{\sigma(2)},z_{\sigma(3)})=P(z_0,z_1,z_2,z_3)$$
for every $\sigma$.

Every permutation is a product of exchanges, so the argument is an induction on such products. The identity changes nothing. If $P$ is invariant under $f$ for all configurations, apply this to the configuration in which $i$ and $j$ have already been exchanged, and then use the previous theorem to undo the exchange. These are the two links joined by `.trans` in the last line. The command `revert z` at the start makes the induction hypothesis available for all configurations, which is needed because it is applied to the exchanged one.

## When two bosons meet

```lean
/-- When two bosons coincide, the polynomial is the square of the product of their
separations from the other two. The permutation `σ` selects the pair. -/
theorem pair_value (z : Fin 4 → ℂ) (σ : Perm (Fin 4)) (h : z (σ 0) = z (σ 1)) :
    pfaffianState z = ((z (σ 0) - z (σ 2)) * (z (σ 0) - z (σ 3))) ^ 2 := by
  -- relabel the bosons so that the coincident pair comes first
  rw [← permutation_symmetric σ z]
  simp only [pfaffianState, Function.comp_apply, h]
  ring
```

The permutation $\sigma$ chooses which pair coincides: $\sigma(0)$ and $\sigma(1)$ are the labels of the pair, and $\sigma(2)$ and $\sigma(3)$ are the other two. Since any two different labels can be put in the first two places, all six pairs are covered. The hypothesis `h` says that the chosen pair sits at one point.

Put $u_i=z_{\sigma(i)}$ and $u_{ij}=u_i-u_j$. By permutation symmetry, $P$ may be evaluated at the $u_i$. Now $u_{01}=0$ removes the second and third terms of the definition, and $u_1=u_0$ turns the first into a square:
$$P=u_{02}u_{03}u_{12}u_{13}=(u_{02}u_{03})^2.$$

The proof has the same two steps. The `rw` line relabels the bosons, `simp only` inserts the definition and the coincidence, and `ring` collects the square.

For the identity permutation the result is $P=(z_{02}z_{03})^2$ at $z_0=z_1$. The normalised amplitude there is $\mathcal N(z_{02}z_{03})^2$ times the Gaussian.

```lean
/-- When two bosons coincide, the polynomial vanishes if and only if at least one of
the other two sits at the same point. -/
theorem pair_zero_iff (z : Fin 4 → ℂ) (σ : Perm (Fin 4)) (h : z (σ 0) = z (σ 1)) :
    pfaffianState z = 0 ↔ z (σ 0) = z (σ 2) ∨ z (σ 0) = z (σ 3) := by
  rw [pair_value z σ h, pow_eq_zero_iff two_ne_zero, mul_eq_zero, sub_eq_zero,
    sub_eq_zero]
```

The symbol `↔` means "if and only if", and `∨` means "or". Once a pair coincides, $P$ is zero exactly when at least one further boson is at the same point.

This follows from the square. It vanishes only if $u_{02}u_{03}=0$, and a product of complex numbers vanishes only if one of its factors does. The rewriting steps in the proof apply these facts in that order. The theorem presupposes a coincident pair and says nothing about zeros of $P$ at four distinct positions.

## When three bosons meet

```lean
/-- The polynomial vanishes whenever three bosons coincide. The permutation `σ`
selects the three. -/
theorem triple_vanishes (z : Fin 4 → ℂ) (σ : Perm (Fin 4))
    (h₁ : z (σ 0) = z (σ 1)) (h₂ : z (σ 0) = z (σ 2)) : pfaffianState z = 0 :=
  (pair_zero_iff z σ h₁).mpr (Or.inl h₂)
```

The hypotheses `h₁` and `h₂` put the bosons $\sigma(0)$, $\sigma(1)$ and $\sigma(2)$ at one point, and the conclusion is $P=0$. By hand, $u_{02}=0$ in $(u_{02}u_{03})^2$ suffices. The Lean proof is the same remark: `Or.inl h₂` supplies the first alternative in the previous theorem, and `.mpr` uses that theorem from right to left.

```lean
/-- With three bosons at displacements `t * a`, `t * b`, `t * c` from a point `w` and the
fourth at `v`, the polynomial is `t ^ 2` times the stated polynomial factor. -/
theorem triple_approach (w v a b c t : ℂ) :
    pfaffianState ![w + t * a, w + t * b, w + t * c, v] =
      t ^ 2 * (((a - b) ^ 2 * (w + t * c - v) ^ 2 + (a - c) ^ 2 * (w + t * b - v) ^ 2
        + (b - c) ^ 2 * (w + t * a - v) ^ 2) / 2) := by
  -- each cluster term contains one separation within the approaching triple
  rw [cluster_form]
  change (((w + t * a - (w + t * b)) ^ 2 * (w + t * c - v) ^ 2)
    + ((w + t * a - (w + t * c)) ^ 2 * (w + t * b - v) ^ 2)
    + ((w + t * a - v) ^ 2 * (w + t * b - (w + t * c)) ^ 2)) / 2 = _
  ring
```

This theorem describes the approach to a triple coincidence. The notation `![...]` lists the four positions in order. Three bosons are displaced from a point $w$ by $ta$, $tb$ and $tc$, and the fourth is at $v$. All six parameters are complex.

The separations within the triple are $t(a-b)$, $t(a-c)$ and $t(b-c)$. Each term of the cluster form contains exactly one of them, squared, so a factor $t^2$ comes out:
$$P=\frac{t^2}{2}\left[(a-b)^2(w+tc-v)^2+(a-c)^2(w+tb-v)^2+(b-c)^2(w+ta-v)^2\right].$$
The proof rewrites $P$ with `cluster_form`, uses `change` to display the positions explicitly, and leaves the factorisation to `ring`.

The formula invites an error: treating the squares as if they were real and concluding that $P$ vanishes exactly as $t^2$ whenever the three bosons approach from different directions. At $t=0$ the factor multiplying $t^2$ is
$$\tfrac12(w-v)^2\left[(a-b)^2+(a-c)^2+(b-c)^2\right],$$
and a sum of complex squares can be zero without each square being zero. Take $a=1$, $b=\omega$, $c=\omega^2$ with $\omega=e^{2\pi i/3}$, an equilateral triangle. The three squares are $-3\omega$, $-3\omega^2$ and $-3$, and they add up to zero. For this shape $P$ vanishes faster than $t^2$, so the factor $t^2$ guarantees a zero of at least second order, not exactly second order.

```lean
/-- For two coincident pairs, one at `x` and one at `y`, the polynomial is the fourth
power of the separation of the pairs. -/
theorem two_pairs (x y : ℂ) : pfaffianState ![x, x, y, y] = (x - y) ^ 4 := by
  rw [cluster_form]
  change (((x - x) ^ 2 * (y - y) ^ 2) + ((x - y) ^ 2 * (x - y) ^ 2)
    + ((x - y) ^ 2 * (x - y) ^ 2)) / 2 = _
  ring

end

end FourBosonPfaffian
```

The last theorem places bosons 0 and 1 at $x$, and bosons 2 and 3 at $y$. Then $A=0$ and $B=C=(x-y)^2$, so the cluster form gives
$$P=\tfrac12\left[(x-y)^4+(x-y)^4\right]=(x-y)^4.$$
The proof again displays the positions with `change` and finishes with `ring`. Two separate pairs can thus both be coincident with a nonzero amplitude. The amplitude disappears only when the pairs themselves merge, and then all four bosons are at one point.

```lean
#print axioms FourBosonPfaffian.eq_jastrow_mul_pairPfaffian
-- 'FourBosonPfaffian.eq_jastrow_mul_pairPfaffian' depends on axioms: [propext, Classical.choice, Quot.sound]
#print axioms FourBosonPfaffian.triple_vanishes
-- 'FourBosonPfaffian.triple_vanishes' depends on axioms: [propext, Classical.choice, Quot.sound]
#print axioms FourBosonPfaffian.triple_approach
-- 'FourBosonPfaffian.triple_approach' depends on axioms: [propext, Classical.choice, Quot.sound]
#print axioms FourBosonPfaffian.two_pairs
-- 'FourBosonPfaffian.two_pairs' depends on axioms: [propext, Classical.choice, Quot.sound]
```
